# A Second-Order Bound on the Picture-Change Error of a One-Electron Property

Let $O$ be a self-adjoint operator with spectrum in $[a,b]$, where $a\le b$, let $\|X\|\le x$, and put $R=(1+X^\dagger X)^{-1/2}$. Then

$$\|R(O+X^\dagger OX)R-O\|\le x^2(b-a).$$

Here $X$ generates the small component $X\phi$ of a four-component state from its large component $\phi$, and $R$ restores normalisation. The property acts as the same bounded operator $O$ on both components, as a bounded electrostatic potential does. In this one-electron model, the operator error of a two-component calculation that uses the untransformed $O$ is therefore at most of second order in $\|X\|$, with a bound that depends on the spread of $O$ and not on its zero. The bound is informative only for $x<1$, since the transformed and the untransformed operator both have spectrum in $[a,b]$ and so never differ by more than $b-a$ in norm. For a free Dirac particle $\|X\|=1$ when all momenta are admitted, so a small $x$ there presupposes a momentum cutoff.

## Derivation by hand

Write $E(O)=R(O+X^\dagger OX)R-O$. Since $R$ is a function of $X^\dagger X$, the two commute and $R(1+X^\dagger X)R=1$. For real $c$ this gives

$$E(O+c)=E(O)+c\,R(1+X^\dagger X)R-c=E(O).$$

The spectrum of $X^\dagger X$ lies in $[0,\|X\|^2]$. For $t$ in this interval, $0<1/\sqrt{1+t}\le1$ and

$$0\le 1-\frac1{\sqrt{1+t}}\le\sqrt{1+t}-1\le\frac t2,$$

so $\|R\|\le1$ and $\|1-R\|\le\|X\|^2/2$. Next, $O-ROR=(1-R)OR+O(1-R)$, hence

$$E(O)=RX^\dagger OXR-\bigl[(1-R)OR+O(1-R)\bigr].$$

The three terms have norms at most $\|X\|^2\|O\|$, $\tfrac12\|X\|^2\|O\|$ and $\tfrac12\|X\|^2\|O\|$, so $\|E(O)\|\le2\|X\|^2\|O\|$. Finally, replace $O$ by $O-m$ with $m=(a+b)/2$. This leaves $E$ unchanged, and $\|O-m\|\le(b-a)/2$, which gives the claim.

If $X=xU$ with $x$ real and $U^\dagger U=1$, then $R=(1+x^2)^{-1/2}$ is a number and

$$E(O)=\frac{O+x^2U^\dagger OU}{1+x^2}-O=\frac{x^2}{1+x^2}\,(U^\dagger OU-O).$$

For two levels, take $O=\mathrm{diag}(a,b)$ with $a<b$ and let $U$ exchange them. The error norm is then $x^2(b-a)/(1+x^2)$, and its ratio to the bound tends to 1 as $x\to0$. This two-level evaluation is done by hand only; the code below contains the general formula for $X=xU$.

## Operators and the error in Lean

The type `A` is a unital complex C*-algebra, which includes the bounded operators on a Hilbert space; `star` is the adjoint. Unbounded properties, such as the Coulomb potential of a point nucleus, are excluded.

```lean
import Mathlib

open scoped Matrix.Norms.L2Operator

namespace PictureChangeBound

noncomputable section

variable {A : Type*} [CStarAlgebra A]
```

The continuous functional calculus `cfc` applies a real function to a self-adjoint element, so $R$ is constructed and its properties are proved.

```lean
/-- The renormalization operator `R = (1 + X* X)^(-1/2)`, as a function of the positive
operator `X* X`. -/
def renorm (X : A) : A := cfc (fun t : ℝ => 1 / √(1 + t)) (star X * X)
```

The error is defined for any $X$, whether or not it decouples a Dirac Hamiltonian. Both components carry the same `O` and the unit metric; a basis in which the two blocks of the property differ needs another definition.

```lean
/-- The picture-change error `R (O + X* O X) R - O` of the property `O`. -/
def pictureChangeError (X O : A) : A :=
  renorm X * (O + star X * O * X) * renorm X - O
```

## Normalisation and the size of $R$

The functional calculus needs continuity on the spectrum, which holds because $t\ge0$ there.

```lean
/-- The function `1/√(1+t)` is continuous on the spectrum of `X* X`. -/
theorem continuousOn_factor (X : A) :
    ContinuousOn (fun t : ℝ => 1 / √(1 + t)) (spectrum ℝ (star X * X)) := by
  refine ContinuousOn.div continuousOn_const (by fun_prop) ?_
  intro t ht
  have h0 : 0 ≤ t := spectrum_star_mul_self_nonneg t ht
  positivity
```

The product $R(1+X^\dagger X)R$ is collected into one function of $X^\dagger X$, and `cfc_congr` compares it with 1 on the spectrum.

```lean
/-- The operator `R` normalizes the metric `1 + X* X`: `R (1 + X* X) R = 1`. -/
theorem renorm_normalizes (X : A) :
    renorm X * (1 + star X * X) * renorm X = 1 := by
  have hP : IsSelfAdjoint (star X * X) := IsSelfAdjoint.star_mul_self X
  have hc := continuousOn_factor X
  have hl : ContinuousOn (fun t : ℝ => 1 + t) (spectrum ℝ (star X * X)) := by fun_prop
  have h1 : cfc (fun t : ℝ => 1 + t) (star X * X) = 1 + star X * X := by
    rw [cfc_const_add (1 : ℝ) (fun t : ℝ => t) (star X * X), cfc_id' ℝ (star X * X), map_one]
  have hm : ContinuousOn (fun t : ℝ => 1 / √(1 + t) * (1 + t))
      (spectrum ℝ (star X * X)) := hc.mul hl
  unfold renorm
  rw [← h1, ← cfc_mul _ _ _ hc hl, ← cfc_mul _ _ _ hm hc,
    ← cfc_const_one ℝ (star X * X)]
  -- it remains to compare two functions on the spectrum
  refine cfc_congr ?_
  intro t ht
  have h0 : 0 ≤ t := spectrum_star_mul_self_nonneg t ht
  have hs : 0 < √(1 + t) := by positivity
  have hss : √(1 + t) * √(1 + t) = 1 + t := Real.mul_self_sqrt (by positivity)
  calc 1 / √(1 + t) * (1 + t) * (1 / √(1 + t))
      = 1 / √(1 + t) * (√(1 + t) * √(1 + t)) * (1 / √(1 + t)) := by rw [hss]
    _ = 1 := by field_simp
```

`norm_cfc_le` turns a bound on a function over the spectrum into a norm bound.

```lean
/-- The renormalization operator has norm at most one: `‖R‖ ≤ 1`. -/
theorem norm_renorm_le_one (X : A) : ‖renorm X‖ ≤ 1 := by
  refine norm_cfc_le zero_le_one ?_
  intro t ht
  have h0 : 0 ≤ t := spectrum_star_mul_self_nonneg t ht
  have hs : 0 < √(1 + t) := by positivity
  have hss : √(1 + t) * √(1 + t) = 1 + t := Real.mul_self_sqrt (by positivity)
  rw [Real.norm_of_nonneg (by positivity), div_le_one hs]
  nlinarith
```

The same method bounds $1-R$. The step `ht2` shows that no point of the spectrum exceeds $\|X\|^2$, and the last line obtains $\sqrt{1+t}-1\le t/2$ from $(\sqrt{1+t}-1)^2\ge0$.

```lean
/-- Renormalization differs from the identity only in second order: `‖1 - R‖ ≤ ‖X‖² / 2`. -/
theorem norm_one_sub_renorm_le (X : A) : ‖1 - renorm X‖ ≤ ‖X‖ ^ 2 / 2 := by
  have hP : IsSelfAdjoint (star X * X) := IsSelfAdjoint.star_mul_self X
  have h1 : 1 - renorm X = cfc (fun t : ℝ => 1 - 1 / √(1 + t)) (star X * X) := by
    unfold renorm
    rw [← cfc_const_one ℝ (star X * X)]
    exact (cfc_sub _ _ _ continuousOn_const (continuousOn_factor X)).symm
  rw [h1]
  refine norm_cfc_le (by positivity) ?_
  intro t ht
  have h0 : 0 ≤ t := spectrum_star_mul_self_nonneg t ht
  -- no point of the spectrum of `X* X` exceeds `‖X‖²`
  have hone : ‖(1 : A)‖ ≤ 1 := by
    have h := CStarRing.norm_star_mul_self (x := (1 : A))
    rw [star_one, one_mul] at h
    nlinarith
  have ht2 : t ≤ ‖X‖ ^ 2 := by
    have h := spectrum.norm_le_norm_mul_of_mem ht
    rw [Real.norm_of_nonneg h0, CStarRing.norm_star_mul_self] at h
    nlinarith [mul_le_mul_of_nonneg_left hone (mul_self_nonneg ‖X‖)]
  have hs : 0 < √(1 + t) := by positivity
  have hss : √(1 + t) * √(1 + t) = 1 + t := Real.mul_self_sqrt (by positivity)
  have hs1 : 1 ≤ √(1 + t) := by nlinarith
  have he : 1 - 1 / √(1 + t) = (√(1 + t) - 1) / √(1 + t) := by field_simp
  have hle : (√(1 + t) - 1) / √(1 + t) ≤ √(1 + t) - 1 := div_le_self (by linarith) hs1
  rw [he, Real.norm_of_nonneg (div_nonneg (by linarith) hs.le)]
  nlinarith [sq_nonneg (√(1 + t) - 1)]
```

## From the shift to the spread

The identity `e` separates the constant's contribution, which `renorm_normalizes` then reduces to $c$.

```lean
/-- Adding a real constant to the property leaves its picture-change error unchanged. -/
theorem pictureChangeError_shift (X O : A) (c : ℝ) :
    pictureChangeError X (O + c • (1 : A)) = pictureChangeError X O := by
  have e : renorm X * (O + c • (1 : A) + star X * (O + c • (1 : A)) * X) * renorm X
      = renorm X * (O + star X * O * X) * renorm X
        + c • (renorm X * (1 + star X * X) * renorm X) := by
    simp only [mul_add, add_mul, smul_add, mul_smul_comm, smul_mul_assoc, mul_one]
    abel
  unfold pictureChangeError
  rw [e, renorm_normalizes]
  abel
```

Here `e` is the three-term splitting, checked by `noncomm_ring` without commuting any factors. The bounds `n1`, `n2` and `n3` estimate its terms.

```lean
/-- The picture-change error is at most `2 ‖X‖² ‖O‖`. -/
theorem norm_pictureChangeError_le (X O : A) :
    ‖pictureChangeError X O‖ ≤ 2 * ‖X‖ ^ 2 * ‖O‖ := by
  have hR := norm_renorm_le_one X
  have hD := norm_one_sub_renorm_le X
  have m3 : ∀ p q r : A, ‖p * q * r‖ ≤ ‖p‖ * ‖q‖ * ‖r‖ := fun p q r =>
    (norm_mul_le _ _).trans (mul_le_mul_of_nonneg_right (norm_mul_le _ _) (norm_nonneg _))
  -- separate the renormalization terms from the small-component term
  have e : pictureChangeError X O = renorm X * (star X * O * X) * renorm X
      - ((1 - renorm X) * O * renorm X + O * (1 - renorm X)) := by
    unfold pictureChangeError
    noncomm_ring
  have n1 : ‖(1 - renorm X) * O * renorm X‖ ≤ ‖X‖ ^ 2 / 2 * ‖O‖ * 1 :=
    (m3 _ _ _).trans (by gcongr)
  have n2 : ‖O * (1 - renorm X)‖ ≤ ‖O‖ * (‖X‖ ^ 2 / 2) :=
    (norm_mul_le _ _).trans (by gcongr)
  have h3 : ‖star X * O * X‖ ≤ ‖X‖ * ‖O‖ * ‖X‖ := by
    have h := m3 (star X) O X
    rwa [norm_star] at h
  have n3 : ‖renorm X * (star X * O * X) * renorm X‖ ≤ 1 * (‖X‖ * ‖O‖ * ‖X‖) * 1 :=
    (m3 _ _ _).trans (by gcongr)
  rw [e]
  refine (norm_sub_le _ _).trans ?_
  have h4 := norm_add_le ((1 - renorm X) * O * renorm X) (O * (1 - renorm X))
  nlinarith
```

The main theorem takes self-adjointness, $a\le b$, the spectral inclusion and $\|X\|\le x$ as hypotheses. `hQ` is the midpoint estimate, and `hshift` transfers it to the original property.

```lean
/-- For a self-adjoint property `O` with spectrum in `[a, b]`, `a ≤ b`, and `‖X‖ ≤ x`, the
picture-change error is at most `x² (b - a)`. -/
theorem pictureChange_bound {X O : A} {a b x : ℝ} (hO : IsSelfAdjoint O) (hab : a ≤ b)
    (hspec : spectrum ℝ O ⊆ Set.Icc a b) (hX : ‖X‖ ≤ x) :
    ‖pictureChangeError X O‖ ≤ x ^ 2 * (b - a) := by
  -- move the zero of the property to the midpoint of the interval
  have hQ : ‖O - ((a + b) / 2) • (1 : A)‖ ≤ (b - a) / 2 := by
    have h1 : cfc (fun t : ℝ => t - (a + b) / 2) O = O - ((a + b) / 2) • (1 : A) := by
      rw [cfc_sub (fun t : ℝ => t) (fun _ => (a + b) / 2) O, cfc_id' ℝ O,
        cfc_const ((a + b) / 2) O, Algebra.algebraMap_eq_smul_one]
    rw [← h1]
    refine norm_cfc_le (by linarith) ?_
    intro t ht
    obtain ⟨h2, h3⟩ := hspec ht
    rw [Real.norm_eq_abs, abs_le]
    constructor <;> linarith
  have hshift := pictureChangeError_shift X (O - ((a + b) / 2) • (1 : A)) ((a + b) / 2)
  rw [sub_add_cancel] at hshift
  rw [hshift]
  calc ‖pictureChangeError X (O - ((a + b) / 2) • (1 : A))‖
      ≤ 2 * ‖X‖ ^ 2 * ‖O - ((a + b) / 2) • (1 : A)‖ := norm_pictureChangeError_le _ _
    _ ≤ 2 * x ^ 2 * ((b - a) / 2) := by gcongr
    _ = x ^ 2 * (b - a) := by ring
```

## The exact error for a scaled isometry

When $U^\dagger U=1$, `hP` shows that $X^\dagger X$ is the number $x^2$, and `hR` evaluates $R$. The property `O` need not be self-adjoint here.

```lean
/-- If `X = x U` with `x` real and `U* U = 1`, the picture-change error is exactly
`x² / (1 + x²)` times `U* O U - O`. -/
theorem pictureChangeError_smul_isometry (U O : A) (x : ℝ) (hU : star U * U = 1) :
    pictureChangeError ((x : ℂ) • U) O
      = ((x ^ 2 / (1 + x ^ 2) : ℝ) : ℂ) • (star U * O * U - O) := by
  simp only [Complex.coe_smul]
  have hstar : star (x • U) = x • star U := by rw [star_smul, star_trivial]
  have hP : star (x • U) * (x • U) = algebraMap ℝ A (x ^ 2) := by
    rw [hstar, smul_mul_assoc, mul_smul_comm, hU, smul_smul, Algebra.algebraMap_eq_smul_one,
      sq]
  have hR : renorm (x • U) = (1 / √(1 + x ^ 2)) • (1 : A) := by
    unfold renorm
    rw [hP, cfc_algebraMap, Algebra.algebraMap_eq_smul_one]
  have hpos : (1 + x ^ 2 : ℝ) ≠ 0 := by positivity
  have hss : 1 / √(1 + x ^ 2) * (1 / √(1 + x ^ 2)) = 1 / (1 + x ^ 2) := by
    rw [div_mul_div_comm, one_mul, Real.mul_self_sqrt (by positivity)]
  have e : ∀ s : ℝ, (s • (1 : A)) * (O + (x • star U) * O * (x • U)) * (s • (1 : A))
      = (s * s) • (O + (x * x) • (star U * O * U)) := by
    intro s
    simp only [smul_mul_assoc, mul_smul_comm, one_mul, mul_one, smul_smul]
  unfold pictureChangeError
  rw [hR, hstar, e, hss]
  match_scalars
  all_goals field_simp
  ring
```

## Hermitian matrices

For matrices, `‖X‖` is the operator norm, that is, the largest singular value (zero for the empty matrix), and the spectral condition becomes a condition on each eigenvalue. The proof identifies the real spectrum with the range of the eigenvalues and applies the general theorem.

```lean
/-- Square complex matrices with the operator norm form a C*-algebra. -/
local instance matrixCStarAlgebra {n : Type*} [Fintype n] [DecidableEq n] :
    CStarAlgebra (Matrix n n ℂ) where
  complete := (FiniteDimensional.complete ℂ (Matrix n n ℂ)).complete

/-- For a Hermitian matrix `O` with all eigenvalues in `[a, b]`, `a ≤ b`, and a square matrix `X` of
operator norm at most `x`, the picture-change error is at most `x² (b - a)`. -/
theorem pictureChange_bound_matrix {n : Type*} [Fintype n] [DecidableEq n]
    {X O : Matrix n n ℂ} {a b x : ℝ} (hO : O.IsHermitian) (hab : a ≤ b)
    (heig : ∀ i, hO.eigenvalues i ∈ Set.Icc a b) (hX : ‖X‖ ≤ x) :
    ‖pictureChangeError X O‖ ≤ x ^ 2 * (b - a) := by
  have hspec : spectrum ℝ O ⊆ Set.Icc a b := by
    rw [hO.spectrum_real_eq_range_eigenvalues]
    rintro _ ⟨i, rfl⟩
    exact heig i
  exact pictureChange_bound hO hab hspec hX

end

end PictureChangeBound
```

```lean
#print axioms PictureChangeBound.pictureChange_bound
#print axioms PictureChangeBound.pictureChangeError_smul_isometry
#print axioms PictureChangeBound.pictureChange_bound_matrix
```

```
'PictureChangeBound.pictureChange_bound' depends on axioms: [propext, Classical.choice, Quot.sound]
'PictureChangeBound.pictureChangeError_smul_isometry' depends on axioms: [propext, Classical.choice, Quot.sound]
'PictureChangeBound.pictureChange_bound_matrix' depends on axioms: [propext, Classical.choice, Quot.sound]
```
